# With the tunnelling weight set to 1 at zero transverse momentum, its transverse moment of order 2m+1 for a triangular barrier scales as F^(m+1) in a weak static field

When a static tunnelling yield is summed over transverse momentum, the barrier exponent can be expanded to second order in that momentum, which turns the sum into a Gaussian integral. The problems below bound the error of this replacement for one electron behind a triangular barrier, with no Coulomb tail. The Gaussian value is never too small, and its relative error vanishes as the field goes to zero.

Units have electron mass and ħ equal to 1. F > 0 is the force exerted by the field along z, κ > 0 is the binding momentum (binding energy κ²/2), and p is the magnitude of the momentum transverse to the field. The transverse motion takes up energy p²/2, so the motion along z meets a barrier with k² = κ² + p² in place of κ².

```lean
import Mathlib

open MeasureTheory Set Filter Topology

namespace StaticTunnellingTransverse

noncomputable section
```

At depth z the local decay constant is √(k² − 2Fz), and the electron leaves the barrier at z = k²/(2F). The density carries the square of the decaying amplitude, so the exponent has a factor 2:

S(k) = 2 ∫ √(k² − 2Fz) dz, from z = 0 to z = k²/(2F).

In Lean this is `barrierExponent F k`.

```lean
/-- Twice the integral of the decay constant `√(k² - 2Fz)` through a triangular barrier,
from `z = 0` to the exit point `z = k²/(2F)`. -/
def barrierExponent (F k : ℝ) : ℝ :=
  2 * ∫ z in (0 : ℝ)..(k ^ 2 / (2 * F)), Real.sqrt (k ^ 2 - 2 * F * z)
```

The weight of transverse momentum p relative to p = 0 is

w(p) = exp(−(2/(3F)) ((κ² + p²)^(3/2) − κ³)).

The definition writes the power 3/2 as the cube of a square root. Part (b) derives this formula from the barrier.

```lean
/-- Tunnelling weight at transverse momentum `p`, relative to `p = 0`, for binding
momentum `κ` and field `F`. -/
def transverseWeight (κ F p : ℝ) : ℝ :=
  Real.exp (-(2 / (3 * F)) * (Real.sqrt (κ ^ 2 + p ^ 2) ^ 3 - κ ^ 3))
```

The yield is the moment

Y_m = ∫ p^(2m+1) w(p) dp, over p > 0.

For a state with magnetic quantum number ±m along the field, the transverse amplitude starts as p^m at small p. Its square, times the area element p dp, gives p^(2m+1). This leading form is postulated at all p. Constant factors, including 2π from the angle, are left out, as is any dependence of the tunnelling prefactor on p or F. The barrier factor at p = 0, exp(−S(κ)), is divided out too, although it falls faster than any power of F as F → 0. Y_m is therefore the transverse factor of a rate and not a complete ionization rate.

```lean
/-- The tunnelling weight integrated over transverse momentum with the factor `p^(2m+1)`. -/
def transverseYield (κ F : ℝ) (m : ℕ) : ℝ :=
  ∫ p in Ioi (0 : ℝ), p ^ (2 * m + 1) * transverseWeight κ F p
```

## (a) Exponent of the triangular barrier

**Task.** For F > 0 and k > 0, show that S(k) = 2k³/(3F).

**Solution.** Inside the barrier,

d/dz [−(k² − 2Fz)^(3/2)/(3F)] = √(k² − 2Fz).

The bracket is 0 at the exit and −k³/(3F) at z = 0. The integral is therefore k³/(3F), and doubling it gives the result.

The Lean proof uses the same antiderivative. Its chain rule passes through the square root, which is not differentiable at zero, so `hderiv` covers only the open interval. Continuity supplies the endpoints in the fundamental theorem of calculus.

```lean
/-- The exponent of the triangular barrier is `2k³/(3F)`. -/
theorem barrierExponent_eq {F k : ℝ} (hF : 0 < F) (hk : 0 < k) :
    barrierExponent F k = 2 * k ^ 3 / (3 * F) := by
  have hs : Continuous (fun z : ℝ => Real.sqrt (k ^ 2 - 2 * F * z)) := by fun_prop
  have hcont : Continuous
      (fun z : ℝ => -(Real.sqrt (k ^ 2 - 2 * F * z) ^ 3) / (3 * F)) :=
    (hs.pow 3).neg.div_const (3 * F)
  -- an antiderivative of the decay constant inside the barrier
  have hderiv : ∀ z ∈ Ioo (0 : ℝ) (k ^ 2 / (2 * F)),
      HasDerivAt (fun z : ℝ => -(Real.sqrt (k ^ 2 - 2 * F * z) ^ 3) / (3 * F))
        (Real.sqrt (k ^ 2 - 2 * F * z)) z := by
    intro z hz
    have hpos : 0 < k ^ 2 - 2 * F * z := by
      have := (lt_div_iff₀ (by positivity : 0 < 2 * F)).1 hz.2
      linarith
    have h1 : HasDerivAt (fun z : ℝ => k ^ 2 - 2 * F * z) (-(2 * F)) z := by
      simpa using ((hasDerivAt_id z).const_mul (2 * F)).const_sub (k ^ 2)
    have h2 := ((h1.sqrt hpos.ne').fun_pow 3).fun_neg.div_const (3 * F)
    refine h2.congr_deriv ?_
    have hs0 := Real.sqrt_pos.2 hpos
    simp only [Nat.cast_ofNat, Nat.reduceSub]
    generalize Real.sqrt (k ^ 2 - 2 * F * z) = s at hs0 ⊢
    have hs1 := hs0.ne'
    field_simp
  have key := intervalIntegral.integral_eq_sub_of_hasDerivAt_of_le
    (by positivity : (0 : ℝ) ≤ k ^ 2 / (2 * F)) hcont.continuousOn hderiv
    (hs.intervalIntegrable _ _)
  have e1 : 2 * F * (k ^ 2 / (2 * F)) = k ^ 2 := by field_simp
  rw [barrierExponent, key]
  simp only [e1, sub_self, mul_zero, sub_zero, Real.sqrt_zero, Real.sqrt_sq hk.le]
  ring
```

## (b) The weight as a ratio of barrier factors

**Task.** Show that w(p) = exp(−[S(√(κ² + p²)) − S(κ)]).

**Solution.** Apply (a) at k = √(κ² + p²) and at k = κ:

S(√(κ² + p²)) − S(κ) = (2/(3F)) ((κ² + p²)^(3/2) − κ³).

The negative of this is the exponent of w(p). The Lean proof rewrites with (a) twice and compares the exponents.

```lean
/-- The transverse weight is the exponential of minus the increase of the barrier exponent
when the binding momentum `κ` is replaced by `√(κ² + p²)`. -/
theorem transverseWeight_eq_barrier {κ F : ℝ} (hκ : 0 < κ) (hF : 0 < F) (p : ℝ) :
    transverseWeight κ F p = Real.exp
      (-(barrierExponent F (Real.sqrt (κ ^ 2 + p ^ 2)) - barrierExponent F κ)) := by
  rw [barrierExponent_eq hF (Real.sqrt_pos.2 (by positivity)), barrierExponent_eq hF hκ,
    transverseWeight]
  congr 1
  ring
```

## (c) Gaussian bounds on the weight

**Task.** Show for every real p that

exp(−κp²/F) (1 − p⁴/(4κF)) ≤ w(p) ≤ exp(−κp²/F).

**Solution.** Put s = √(κ² + p²), so that s ≥ κ and p² = s² − κ². Expanding both sides confirms the identities

s³ − κ³ − (3/2)κp² = (s − κ)² (s + κ/2),

(3/2)κp² + 3p⁴/(8κ) − (s³ − κ³) = (s − κ)³ (3s + κ)/(8κ).

Both right-hand sides are nonnegative. Multiplying the resulting inequalities by 2/(3F) gives

κp²/F ≤ (2/(3F))(s³ − κ³) ≤ κp²/F + p⁴/(4κF).

The left inequality gives the upper bound on w. The right one gives

w(p) ≥ exp(−κp²/F) exp(−p⁴/(4κF)),

and exp(−x) ≥ 1 − x completes the lower bound. At large p that bound is negative, but still true.

In the code, `lo` and `hi` are the two inequalities for s³ − κ³, `e1` and `e2` carry out the multiplication by 2/(3F), and the `calc` block performs the last step.

```lean
/-- The transverse weight is at most the Gaussian `exp(-κp²/F)` and at least that Gaussian times `1
- p⁴/(4κF)`. -/
theorem transverseWeight_bounds {κ F : ℝ} (hκ : 0 < κ) (hF : 0 < F) (p : ℝ) :
    Real.exp (-(κ / F) * p ^ 2) * (1 - p ^ 4 / (4 * κ * F)) ≤ transverseWeight κ F p ∧
      transverseWeight κ F p ≤ Real.exp (-(κ / F) * p ^ 2) := by
  unfold transverseWeight
  have hs2 : Real.sqrt (κ ^ 2 + p ^ 2) ^ 2 = κ ^ 2 + p ^ 2 := Real.sq_sqrt (by positivity)
  have hsκ : κ ≤ Real.sqrt (κ ^ 2 + p ^ 2) :=
    Real.le_sqrt_of_sq_le (by nlinarith [sq_nonneg p])
  generalize Real.sqrt (κ ^ 2 + p ^ 2) = s at hs2 hsκ ⊢
  have hp2 : p ^ 2 = s ^ 2 - κ ^ 2 := by linarith
  have hp4 : p ^ 4 = (s ^ 2 - κ ^ 2) ^ 2 := by rw [← hp2]; ring
  have hd : 0 ≤ s - κ := by linarith
  have hs : 0 < s := by linarith
  have hc : 0 ≤ 2 / (3 * F) := by positivity
  -- both remainders factor through powers of s - κ
  have lo : 3 / 2 * κ * p ^ 2 ≤ s ^ 3 - κ ^ 3 := by
    have h : 0 ≤ (s - κ) ^ 2 * (s + κ / 2) := by positivity
    rw [hp2]
    linarith
  have hi : s ^ 3 - κ ^ 3 ≤ 3 / 2 * κ * p ^ 2 + 3 / 8 * p ^ 4 / κ := by
    have h : 0 ≤ (s - κ) ^ 3 * (3 * s + κ) / (8 * κ) := by positivity
    have e : 3 / 2 * κ * p ^ 2 + 3 / 8 * p ^ 4 / κ - (s ^ 3 - κ ^ 3)
        = (s - κ) ^ 3 * (3 * s + κ) / (8 * κ) := by
      rw [hp4, hp2]
      field_simp
      ring
    linarith
  have lo' := mul_le_mul_of_nonneg_left lo hc
  have hi' := mul_le_mul_of_nonneg_left hi hc
  have e1 : 2 / (3 * F) * (3 / 2 * κ * p ^ 2) = κ / F * p ^ 2 := by
    field_simp
  have e2 : 2 / (3 * F) * (3 / 2 * κ * p ^ 2 + 3 / 8 * p ^ 4 / κ)
      = κ / F * p ^ 2 + p ^ 4 / (4 * κ * F) := by
    field_simp
    ring
  rw [e1] at lo'
  rw [e2] at hi'
  constructor
  · calc Real.exp (-(κ / F) * p ^ 2) * (1 - p ^ 4 / (4 * κ * F))
        ≤ Real.exp (-(κ / F) * p ^ 2) * Real.exp (-(p ^ 4 / (4 * κ * F))) := by
          apply mul_le_mul_of_nonneg_left _ (Real.exp_pos _).le
          linarith [Real.add_one_le_exp (-(p ^ 4 / (4 * κ * F)))]
      _ = Real.exp (-(κ / F) * p ^ 2 + -(p ^ 4 / (4 * κ * F))) := (Real.exp_add _ _).symm
      _ ≤ _ := Real.exp_le_exp.2 (by linarith)
  · exact Real.exp_le_exp.2 (by linarith)
```

## (d) Finite Gaussian moments

**Task.** Show that p^(2m+1) exp(−κp²/F) is integrable over p > 0.

**Solution.** Write a = κ/F > 0. The function p^(2m+1) exp(−ap²/2) is continuous and tends to zero at large p, so it is bounded by some constant C. The integrand is then at most C exp(−ap²/2), which is integrable.

Lean takes the statement from a Mathlib lemma for real powers greater than −1 and converts the power to a natural one. The measure `volume.restrict (Ioi 0)` expresses integration over p > 0.

```lean
/-- The function `p^(2m+1) exp(-κp²/F)` is integrable over `p > 0`. -/
theorem gaussian_integrable {κ F : ℝ} (hκ : 0 < κ) (hF : 0 < F) (m : ℕ) :
    Integrable (fun p : ℝ => p ^ (2 * m + 1) * Real.exp (-(κ / F) * p ^ 2))
      (volume.restrict (Ioi 0)) := by
  have h := integrableOn_rpow_mul_exp_neg_mul_sq (div_pos hκ hF)
    (s := ((2 * m + 1 : ℕ) : ℝ))
    (by have := Nat.cast_nonneg (α := ℝ) (2 * m + 1); linarith)
  simp only [Real.rpow_natCast] at h
  exact h
```

## (e) Value of the Gaussian moment

**Task.** Show that the integral of the function in (d) is

G_m = (m!/2)(F/κ)^(m+1).

**Solution.** With a = κ/F, substitute u = ap², so that du = 2ap dp:

∫ p^(2m+1) exp(−ap²) dp = (1/(2a^(m+1))) ∫ u^m exp(−u) du = m!/(2a^(m+1)).

Since 1/a = F/κ, this is G_m. The Lean proof starts from Mathlib's general formula in terms of the Gamma function. `e1` and `e2` simplify its arguments, and Γ(m+1) becomes m!.

```lean
/-- The moment of order `2m+1` of `exp(-κp²/F)` over `p > 0` is `(m!/2)(F/κ)^(m+1)`. -/
theorem gaussian_moment {κ F : ℝ} (hκ : 0 < κ) (hF : 0 < F) (m : ℕ) :
    ∫ p in Ioi (0 : ℝ), p ^ (2 * m + 1) * Real.exp (-(κ / F) * p ^ 2)
      = (m.factorial : ℝ) / 2 * (F / κ) ^ (m + 1) := by
  have hb : 0 < κ / F := div_pos hκ hF
  have h := integral_rpow_mul_exp_neg_mul_rpow (p := (2 : ℝ))
    (q := ((2 * m + 1 : ℕ) : ℝ)) (b := κ / F) (by norm_num)
    (by have := Nat.cast_nonneg (α := ℝ) (2 * m + 1); linarith) hb
  have e1 : (((2 * m + 1 : ℕ) : ℝ) + 1) / 2 = (m : ℝ) + 1 := by push_cast; ring
  have e2 : -(((2 * m + 1 : ℕ) : ℝ) + 1) / 2 = -((m + 1 : ℕ) : ℝ) := by push_cast; ring
  rw [e1, e2, Real.Gamma_nat_eq_factorial, Real.rpow_neg hb.le] at h
  simp only [Real.rpow_natCast, Real.rpow_two] at h
  rw [h, ← inv_pow, inv_div]
  ring
```

## (f) Two-sided bound on the yield

**Task.** Show that

(1 − (m+1)(m+2)F/(4κ³)) G_m ≤ Y_m ≤ G_m.

**Solution.** Multiply the bounds in (c) by p^(2m+1) and integrate. The upper bound gives Y_m ≤ G_m at once. In the lower bound the quartic term raises the power to 2(m+2)+1, so

Y_m ≥ G_m − G_(m+2)/(4κF).

From (e),

G_(m+2) = (m+2)(m+1)(F/κ)² G_m,

and (F/κ)²/(4κF) = F/(4κ³), which gives the stated factor.

The Mathlib lemma that compares the integrals requires the yield's integrand to be integrable. `hW` proves this by continuity and domination by the Gaussian integrand. `hmono` then integrates the lower bound, while `fact`, `pw` and `hc` supply the algebra for the ratio of moments.

For κ = 1 and m = 0 the bound says that the Gaussian value exceeds the yield by at most a fraction F/2 of itself. At F = 0.05 that is 2.5 percent. Once F reaches 4κ³/((m+1)(m+2)), the lower bound is no longer positive and carries no information.

```lean
/-- The yield is at most its Gaussian value and at least that value times
`1 - (m+1)(m+2)F/(4κ³)`. -/
theorem transverseYield_bounds {κ F : ℝ} (hκ : 0 < κ) (hF : 0 < F) (m : ℕ) :
    (1 - (m + 1) * (m + 2) / (4 * κ ^ 3) * F) *
        ((m.factorial : ℝ) / 2 * (F / κ) ^ (m + 1)) ≤ transverseYield κ F m ∧
      transverseYield κ F m ≤ (m.factorial : ℝ) / 2 * (F / κ) ^ (m + 1) := by
  have hI := gaussian_integrable hκ hF m
  have hJ := (gaussian_integrable hκ hF (m + 2)).const_mul (1 / (4 * κ * F))
  have hup : ∀ p ∈ Ioi (0 : ℝ), p ^ (2 * m + 1) * transverseWeight κ F p
      ≤ p ^ (2 * m + 1) * Real.exp (-(κ / F) * p ^ 2) := fun p hp =>
    mul_le_mul_of_nonneg_left (transverseWeight_bounds hκ hF p).2
      (pow_nonneg (le_of_lt hp) _)
  have hW : Integrable (fun p : ℝ => p ^ (2 * m + 1) * transverseWeight κ F p)
      (volume.restrict (Ioi 0)) := by
    refine hI.mono' ?_ ?_
    · have hc : Continuous (fun p : ℝ => p ^ (2 * m + 1) * transverseWeight κ F p) := by
        unfold transverseWeight
        fun_prop
      exact hc.aestronglyMeasurable
    · filter_upwards [ae_restrict_mem measurableSet_Ioi] with p hp
      have hp' : 0 < p := hp
      have h0 : 0 ≤ p ^ (2 * m + 1) * transverseWeight κ F p :=
        mul_nonneg (pow_nonneg hp'.le _) (Real.exp_pos _).le
      rw [Real.norm_of_nonneg h0]
      exact hup p hp
  constructor
  · -- integrate the quartic lower bound on the weight
    have hmono := setIntegral_mono_on (hI.sub hJ) hW measurableSet_Ioi (fun p hp => by
      have hp' : 0 < p := hp
      have h := mul_le_mul_of_nonneg_left (transverseWeight_bounds hκ hF p).1
        (pow_nonneg hp'.le (2 * m + 1))
      refine le_trans (le_of_eq ?_) h
      simp only [Pi.sub_apply]
      ring)
    have hsub := integral_sub hI hJ
    rw [integral_const_mul, gaussian_moment hκ hF, gaussian_moment hκ hF] at hsub
    refine le_trans (le_of_eq ?_) (hsub.symm.le.trans hmono)
    have fact : ((m + 2).factorial : ℝ) = (m + 2) * (m + 1) * m.factorial := by
      rw [show m + 2 = (m + 1) + 1 from rfl, Nat.factorial_succ, Nat.factorial_succ]
      push_cast
      ring
    have pw : (F / κ) ^ (m + 2 + 1) = (F / κ) ^ (m + 1) * (F / κ) ^ 2 := by
      rw [← pow_add]
    have hc : 1 / (4 * κ * F) * (F / κ) ^ 2 = F / (4 * κ ^ 3) := by
      field_simp
    rw [fact, pw]
    generalize (F / κ) ^ (m + 1) = W
    linear_combination ((m : ℝ) + 1) * (m + 2) * (m.factorial / 2) * W * hc
  · rw [← gaussian_moment hκ hF m]
    exact setIntegral_mono_on hW hI measurableSet_Ioi hup
```

## (g) The weak-field power of F

**Task.** For fixed κ > 0 and natural m, show that Y_m/G_m ≤ 1 for every F > 0, and that Y_m/G_m → 1 as F → 0 from above.

**Solution.** G_m is positive, so dividing (f) by it gives

1 − (m+1)(m+2)F/(4κ³) ≤ Y_m/G_m ≤ 1.

The left side tends to 1 as F → 0, and the ratio is squeezed to the same limit. Hence Y_m behaves as (m!/2)(F/κ)^(m+1) in weak fields: within this model, each unit of m costs one further power of F.

The Lean theorem is a conjunction. Its first half is the inequality at every positive F. Its second half is the limit, where `𝓝[>] 0` means that F approaches zero through positive values and `𝓝 1` that the ratio approaches 1. The proof obtains the first half from the upper bound in (f) and the second from the squeeze theorem, with `h0` giving the limit of the lower bound.

```lean
/-- The yield divided by `(m!/2)(F/κ)^(m+1)` is at most one at every field strength `F > 0`
and tends to one as the field tends to zero from above. -/
theorem transverseYield_weak_field {κ : ℝ} (hκ : 0 < κ) (m : ℕ) :
    (∀ F : ℝ, 0 < F →
      transverseYield κ F m / ((m.factorial : ℝ) / 2 * (F / κ) ^ (m + 1)) ≤ 1) ∧
    Tendsto (fun F : ℝ =>
      transverseYield κ F m / ((m.factorial : ℝ) / 2 * (F / κ) ^ (m + 1)))
      (𝓝[>] 0) (𝓝 1) := by
  have hG : ∀ F : ℝ, 0 < F → 0 < (m.factorial : ℝ) / 2 * (F / κ) ^ (m + 1) := by
    intro F hF
    positivity
  have hle : ∀ F : ℝ, 0 < F →
      transverseYield κ F m / ((m.factorial : ℝ) / 2 * (F / κ) ^ (m + 1)) ≤ 1 :=
    fun F hF => (div_le_one (hG F hF)).2 (transverseYield_bounds hκ hF m).2
  refine ⟨hle, ?_⟩
  -- squeeze between the linear lower bound and one
  have hcont : Continuous
      (fun F : ℝ => 1 - ((m : ℝ) + 1) * (m + 2) / (4 * κ ^ 3) * F) := by fun_prop
  have h0 := (hcont.tendsto 0).mono_left (nhdsWithin_le_nhds (s := Ioi (0 : ℝ)))
  simp only [mul_zero, sub_zero] at h0
  refine tendsto_of_tendsto_of_tendsto_of_le_of_le' h0 tendsto_const_nhds ?_ ?_
  · filter_upwards [self_mem_nhdsWithin] with F hF
    exact (le_div_iff₀ (hG F hF)).2 (transverseYield_bounds hκ hF m).1
  · filter_upwards [self_mem_nhdsWithin] with F hF
    exact hle F hF

end

end StaticTunnellingTransverse
```

```lean
#print axioms StaticTunnellingTransverse.transverseWeight_eq_barrier
#print axioms StaticTunnellingTransverse.transverseYield_weak_field
```

```
'StaticTunnellingTransverse.transverseWeight_eq_barrier' depends on axioms: [propext, Classical.choice, Quot.sound]
'StaticTunnellingTransverse.transverseYield_weak_field' depends on axioms: [propext, Classical.choice, Quot.sound]
```
